# Normal-ordered moments of a non-interacting boson mode in thermal equilibrium: $\langle a^{\dagger k}a^{k}\rangle = k!\,\langle a^\dagger a\rangle^{k}$

A state of one bosonic mode is written as a sequence of real amplitudes $\psi(n)$, where $n=0,1,2,\dots$ is the number of quanta. In Lean this is a function `ℕ → ℝ`. There is no cutoff on $n$, and the amplitudes need not be normalisable, so the operators below are defined on every sequence. A general state has complex amplitudes. Real ones suffice here because the thermal averages below use only number states, on which the ladder operators have real matrix elements.

```lean
import Mathlib

open Finset

namespace ThermalBosonWick

noncomputable section
```

The annihilation operator $a$ takes $|n+1\rangle$ to $\sqrt{n+1}\,|n\rangle$. Read on amplitudes, this is

$$(a\psi)(n)=\sqrt{n+1}\;\psi(n+1).$$

```lean
/-- The annihilation operator acting on the number-basis amplitudes of one bosonic mode. -/
def annihilate (ψ : ℕ → ℝ) : ℕ → ℝ := fun n => Real.sqrt ((n : ℝ) + 1) * ψ (n + 1)
```

The creation operator $a^\dagger$ moves amplitudes the other way, and nothing arrives in the vacuum:

$$(a^\dagger\psi)(0)=0,\qquad (a^\dagger\psi)(n+1)=\sqrt{n+1}\;\psi(n).$$

```lean
/-- The creation operator acting on the number-basis amplitudes of one bosonic mode. -/
def create (ψ : ℕ → ℝ) : ℕ → ℝ
  | 0 => 0
  | n + 1 => Real.sqrt ((n : ℝ) + 1) * ψ n
```

The number state $|n\rangle$ has amplitude 1 at $n$ and 0 elsewhere. For an operator $A$, the diagonal element $\langle n|A|n\rangle$ is therefore the amplitude at $n$ of $A|n\rangle$, written `A (numberState n) n`.

```lean
/-- The state with exactly `n` quanta. -/
def numberState (n : ℕ) : ℕ → ℝ := fun m => if m = n then 1 else 0
```

A normal-ordered product $a^{\dagger k}a^{l}$ has its annihilators on the right, so they act first. The notation `create^[k]` means that `create` is applied $k$ times.

```lean
/-- The normal-ordered product of `k` creation operators and `l` annihilation operators,
with the annihilation operators acting first. -/
def normalOrdered (k l : ℕ) (ψ : ℕ → ℝ) : ℕ → ℝ := create^[k] (annihilate^[l] ψ)
```

## Thermal weights and averages

Let $\varepsilon$ be the energy of one quantum, measured from the chemical potential if there is one, and let $x=e^{-\beta\varepsilon}$ be its Boltzmann factor at inverse temperature $\beta$. For a non-interacting mode, $n$ quanta cost $n\varepsilon$. The partition function is $\sum_n x^n=1/(1-x)$, and the normalised weight of $|n\rangle$ is

$$p_n=(1-x)\,x^n .$$

This form of the weight is taken as the definition of the thermal state. For particles whose number is conserved, it is the grand-canonical weight. If the total number is instead fixed at $N$, no mode can hold more than $N$ particles, so the weight and the moments derived from it do not hold exactly.

```lean
/-- The thermal weight of the state with `n` quanta, where `x` is the Boltzmann factor
of one quantum. -/
def thermalWeight (x : ℝ) (n : ℕ) : ℝ := (1 - x) * x ^ n
```

The thermal average is $\langle A\rangle=\sum_n p_n\langle n|A|n\rangle$. Lean's `∑'` returns 0 for a series that does not converge, so convergence is established separately below.

```lean
/-- The thermal average of an operator: its diagonal number-state elements summed with
the thermal weights. -/
def thermalAverage (x : ℝ) (A : (ℕ → ℝ) → (ℕ → ℝ)) : ℝ :=
  ∑' n, thermalWeight x n * A (numberState n) n
```

The theorems on averages assume $|x|<1$. Physically, $0<x<1$ means that $\beta\varepsilon>0$, which is what makes the partition function finite, and $x=0$ is the zero-temperature limit. Negative $x$ is allowed by the algebra but gives no probability distribution.

## The ladder operators obey $[a,a^\dagger]=1$

Acting twice gives $(aa^\dagger\psi)(n)=(n+1)\psi(n)$ and $(a^\dagger a\psi)(n)=n\,\psi(n)$, whose difference is $\psi(n)$. At $n=0$ the second term vanishes because $a^\dagger$ leaves no amplitude in the vacuum.

The Lean proof makes the same split. For $n=m+1$, `h1` and `h2` square the two roots, and `linear_combination` subtracts the results. The later proofs do not use this theorem; it confirms that the definitions describe a boson.

```lean
/-- The ladder operators satisfy the canonical commutation relation. -/
theorem canonical_commutator (ψ : ℕ → ℝ) (n : ℕ) :
    annihilate (create ψ) n - create (annihilate ψ) n = ψ n := by
  cases n with
  | zero => simp [annihilate, create]
  | succ m =>
    have h1 : Real.sqrt (((m + 1 : ℕ) : ℝ) + 1) * Real.sqrt (((m + 1 : ℕ) : ℝ) + 1)
        = (m : ℝ) + 1 + 1 :=
      (Real.mul_self_sqrt (by positivity)).trans (by norm_num)
    have h2 : Real.sqrt ((m : ℝ) + 1) * Real.sqrt ((m : ℝ) + 1) = (m : ℝ) + 1 :=
      Real.mul_self_sqrt (by positivity)
    show Real.sqrt (((m + 1 : ℕ) : ℝ) + 1) * (Real.sqrt (((m + 1 : ℕ) : ℝ) + 1) * ψ (m + 1))
      - Real.sqrt ((m : ℝ) + 1) * (Real.sqrt ((m : ℝ) + 1) * ψ (m + 1)) = ψ (m + 1)
    linear_combination ψ (m + 1) * h1 - ψ (m + 1) * h2
```

## Balanced products count ordered selections of quanta

Write $(n)_k=n(n-1)\cdots(n-k+1)$ for the falling factorial, with $(n)_0=1$; Lean calls it `n.descFactorial k`. The claim is

$$(a^{\dagger k}a^{k}\psi)(n)=(n)_k\,\psi(n).$$

For $k=0$ both sides are $\psi(n)$. For the induction step, write $a^{\dagger (k+1)}a^{k+1}=a^\dagger\,(a^{\dagger k}a^k)\,a$. At $n=0$ both sides vanish. At $n=m+1$,

$$\sqrt{m+1}\,(m)_k\,(a\psi)(m)=\sqrt{m+1}\,(m)_k\sqrt{m+1}\;\psi(m+1)=(m+1)_{k+1}\,\psi(m+1).$$

In the proof, `h` peels off the outer creator and the inner annihilator. The induction hypothesis is then applied to $a\psi$ instead of $\psi$, which is why the induction is set up with `generalizing ψ n`.

```lean
/-- The normal-ordered product with `k` operators of each kind multiplies the amplitude
of `n` quanta by the falling factorial `n(n-1)...(n-k+1)`. -/
theorem normalOrdered_diagonal (k : ℕ) (ψ : ℕ → ℝ) (n : ℕ) :
    normalOrdered k k ψ n = (n.descFactorial k : ℝ) * ψ n := by
  induction k generalizing ψ n with
  | zero => simp [normalOrdered]
  | succ k ih =>
    -- peel off the outermost creator and the innermost annihilator
    have h : normalOrdered (k + 1) (k + 1) ψ
        = create (normalOrdered k k (annihilate ψ)) := by
      unfold normalOrdered
      rw [Function.iterate_succ_apply' create, Function.iterate_succ_apply annihilate]
    rw [h]
    cases n with
    | zero => simp [create]
    | succ m =>
      have hs : Real.sqrt ((m : ℝ) + 1) * Real.sqrt ((m : ℝ) + 1) = (m : ℝ) + 1 :=
        Real.mul_self_sqrt (by positivity)
      show Real.sqrt ((m : ℝ) + 1) * normalOrdered k k (annihilate ψ) m = _
      rw [ih, Nat.succ_descFactorial_succ]
      push_cast
      simp only [annihilate]
      linear_combination (m.descFactorial k : ℝ) * ψ (m + 1) * hs
```

## Unbalanced products have zero diagonal

If $k\neq l$, the product $a^{\dagger k}a^l$ changes the number of quanta by $k-l$, so $\langle n|a^{\dagger k}a^l|n\rangle=0$.

On amplitudes the argument runs backwards from the output. The amplitude at $n$ after $k$ creators can come only from a position $j$ with $j+k=n$; this is `up`. The amplitude at $j$ after $l$ annihilators comes from position $j+l$ of the original state; this is `down`. Since $k\ne l$, we have $j+l\neq n$, so $|n\rangle$ has amplitude zero at position $j+l$. If $n<k$, no such $j$ exists and the result is again zero.

```lean
/-- A normal-ordered product with unequal numbers of creation and annihilation operators
has no diagonal elements between number states. -/
theorem normalOrdered_offdiagonal {k l : ℕ} (hkl : k ≠ l) (n : ℕ) :
    normalOrdered k l (numberState n) n = 0 := by
  -- annihilators shift amplitudes down, creators shift them up
  have down : ∀ (l m : ℕ) (ψ : ℕ → ℝ), ψ (m + l) = 0 → annihilate^[l] ψ m = 0 := by
    intro l
    induction l with
    | zero => intro m ψ h; simpa using h
    | succ l ih =>
      intro m ψ h
      rw [Function.iterate_succ_apply' annihilate]
      have h' : annihilate^[l] ψ (m + 1) = 0 :=
        ih (m + 1) ψ (by rwa [show m + 1 + l = m + (l + 1) by omega])
      simp only [annihilate] at h' ⊢
      rw [h', mul_zero]
  have up : ∀ (k m : ℕ) (φ : ℕ → ℝ), (∀ j, j + k = m → φ j = 0) →
      create^[k] φ m = 0 := by
    intro k
    induction k with
    | zero => intro m φ h; exact h m rfl
    | succ k ih =>
      intro m φ h
      rw [Function.iterate_succ_apply' create]
      cases m with
      | zero => rfl
      | succ m =>
        show Real.sqrt ((m : ℝ) + 1) * create^[k] φ m = 0
        rw [ih m φ (fun j hj => h j (by omega)), mul_zero]
  refine up k n _ (fun j hj => down l j _ ?_)
  have hne : j + l ≠ n := by omega
  simp [numberState, hne]
```

## Summing the series

It remains to evaluate $\sum_n(1-x)x^n(n)_k$. The terms with $n<k$ vanish, so $n$ may be replaced by $n+k$ and the sum taken over all $n\ge0$. With $(n+k)_k=k!\binom{n+k}{k}$,

$$\sum_{n}(1-x)x^n(n)_k=(1-x)\,x^k\,k!\sum_{n}\binom{n+k}{k}x^n .$$

Differentiating the geometric series $k$ times and dividing by $k!$ gives $\sum_n\binom{n+k}{k}x^n=(1-x)^{-(k+1)}$ for $|x|<1$. Therefore

$$\sum_{n}(1-x)x^n(n)_k=\frac{(1-x)\,x^k\,k!}{(1-x)^{k+1}}=k!\left(\frac{x}{1-x}\right)^{k}.$$

`HasSum f s` says that the series of `f` converges to `s`. The binomial series `hs` comes from Mathlib, and `hg` multiplies it by the constant prefactor. The shift is handled by `hinj.hasSum_iff`: a series may be summed along the injective map $n\mapsto n+k$ if its terms vanish off the range of that map. Finally, `hf` matches the shifted terms and `hv` matches the values.

```lean
/-- For `|x| < 1`, the series of falling factorials with weights `(1 - x) * x ^ n` converges to `k!`
times the `k`-th power of `x/(1-x)`. -/
theorem hasSum_factorial_moment {x : ℝ} (hx : |x| < 1) (k : ℕ) :
    HasSum (fun n : ℕ => (1 - x) * x ^ n * (n.descFactorial k : ℝ))
      ((k.factorial : ℝ) * (x / (1 - x)) ^ k) := by
  have hx1 : 1 - x ≠ 0 := (sub_pos.mpr (abs_lt.mp hx).2).ne'
  have hnorm : ‖x‖ < 1 := by rwa [Real.norm_eq_abs]
  have hs : HasSum (fun n : ℕ => ((n + k).choose k : ℝ) * x ^ n)
      (1 / (1 - x) ^ (k + 1)) :=
    hasSum_choose_mul_geometric_of_norm_lt_one k hnorm
  have hg : HasSum (fun n : ℕ => (1 - x) * x ^ k * (k.factorial : ℝ) *
      (((n + k).choose k : ℝ) * x ^ n))
      ((1 - x) * x ^ k * (k.factorial : ℝ) * (1 / (1 - x) ^ (k + 1))) :=
    hs.mul_left _
  have hinj : Function.Injective (fun n : ℕ => n + k) :=
    fun _ _ h => Nat.add_right_cancel h
  have aux : ∀ c q p u : ℝ, p ≠ 0 → u ≠ 0 →
      c * (q / p) = u * q * c * (1 / (p * u)) := by
    intro c q p u hp hu
    field_simp
  -- the terms with n < k vanish, so the series may start at n = k
  refine (hinj.hasSum_iff ?_).mp ?_
  · intro n hn
    have hlt : n < k := by
      by_contra h
      exact hn ⟨n - k, Nat.sub_add_cancel (not_lt.mp h)⟩
    simp [Nat.descFactorial_of_lt hlt]
  · have hv : (k.factorial : ℝ) * (x / (1 - x)) ^ k
        = (1 - x) * x ^ k * (k.factorial : ℝ) * (1 / (1 - x) ^ (k + 1)) := by
      rw [div_pow, pow_succ]
      exact aux _ _ _ _ (pow_ne_zero k hx1) hx1
    have hf : ((fun n : ℕ => (1 - x) * x ^ n * (n.descFactorial k : ℝ)) ∘
        fun n : ℕ => n + k) = fun n : ℕ => (1 - x) * x ^ k * (k.factorial : ℝ) *
          (((n + k).choose k : ℝ) * x ^ n) := by
      funext n
      simp only [Function.comp_apply]
      rw [Nat.descFactorial_eq_factorial_mul_choose, Nat.cast_mul, pow_add]
      ring
    rw [hf, hv]
    exact hg
```

Since $\langle n|a^{\dagger k}a^k|n\rangle=(n)_k$, the same sum is the thermal series of the operator product. The Lean proof substitutes the diagonal formula into the series just evaluated.

```lean
/-- For `|x| < 1`, the thermal series for the normal-ordered product with `k` operators of each kind
converges to `k!` times the `k`-th power of `x/(1-x)`. -/
theorem hasSum_thermal_moment {x : ℝ} (hx : |x| < 1) (k : ℕ) :
    HasSum (fun n => thermalWeight x n * normalOrdered k k (numberState n) n)
      ((k.factorial : ℝ) * (x / (1 - x)) ^ k) := by
  simpa [thermalWeight, normalOrdered_diagonal, numberState] using
    hasSum_factorial_moment hx k
```

## The Wick form for one mode

Setting $k=1$ identifies the mean occupation,

$$\bar n=\langle a^\dagger a\rangle=\frac{x}{1-x}=\frac{1}{e^{\beta\varepsilon}-1},$$

where the last form, the Bose–Einstein distribution, applies for $0<x<1$. Substituting $\bar n$ into the general moment gives

$$\langle a^{\dagger k}a^{l}\rangle=\begin{cases}k!\,\bar n^{\,k}&k=l,\\ 0&k\ne l.\end{cases}$$

The factor $k!$ is the number of ways to pair $k$ creators with $k$ annihilators, each pair contributing $\bar n$. This is Wick's pairing rule for equal-time, normal-ordered products of a single mode. It is reached here by evaluating the average directly, and products over several modes or at different times are not treated.

The proof splits on whether $k=l$. The balanced case uses the convergent series twice, once for one pair and once for $k$ pairs. In the unbalanced case every term is zero.

```lean
/-- For `|x| < 1`, the thermal average of a normal-ordered product is `k!` times the `k`-th power of
the mean occupation if creators and annihilators balance, and zero otherwise. -/
theorem thermal_wick {x : ℝ} (hx : |x| < 1) (k l : ℕ) :
    thermalAverage x (normalOrdered k l) =
      if k = l then (k.factorial : ℝ) * thermalAverage x (normalOrdered 1 1) ^ k else 0 := by
  split_ifs with h
  · subst h
    -- the case of one pair identifies the mean occupation
    have h1 : thermalAverage x (normalOrdered 1 1) = x / (1 - x) := by
      have h := (hasSum_thermal_moment hx 1).tsum_eq
      rw [Nat.factorial_one, Nat.cast_one, one_mul, pow_one] at h
      exact h
    rw [h1]
    exact (hasSum_thermal_moment hx k).tsum_eq
  · simp [thermalAverage, normalOrdered_offdiagonal h]
```

Dividing by $\bar n^{\,k}$ gives the normalised correlation of order $k$,

$$\frac{\langle a^{\dagger k}a^k\rangle}{\langle a^\dagger a\rangle^k}=k!.$$

The hypothesis $x\neq0$ makes $\bar n$ nonzero, so the power cancels. For a single non-interacting mode of light in equilibrium, the case $k=2$ says that the normalised equal-time intensity correlation is 2.

```lean
/-- For `|x| < 1` and `x ≠ 0`, the normalized correlation function of order `k` of a thermal mode
equals `k!`. -/
theorem thermal_correlation {x : ℝ} (hx : |x| < 1) (h0 : x ≠ 0) (k : ℕ) :
    thermalAverage x (normalOrdered k k) / thermalAverage x (normalOrdered 1 1) ^ k
      = (k.factorial : ℝ) := by
  have hx1 : 1 - x ≠ 0 := (sub_pos.mpr (abs_lt.mp hx).2).ne'
  have h1 : thermalAverage x (normalOrdered 1 1) = x / (1 - x) := by
    have h := (hasSum_thermal_moment hx 1).tsum_eq
    rw [Nat.factorial_one, Nat.cast_one, one_mul, pow_one] at h
    exact h
  have hne : thermalAverage x (normalOrdered 1 1) ≠ 0 := by
    rw [h1]
    exact div_ne_zero h0 hx1
  rw [thermal_wick hx k k, if_pos rfl]
  exact mul_div_cancel_right₀ _ (pow_ne_zero k hne)

end

end ThermalBosonWick
```

```lean
#print axioms ThermalBosonWick.canonical_commutator
-- 'ThermalBosonWick.canonical_commutator' depends on axioms: [propext, Classical.choice, Quot.sound]
#print axioms ThermalBosonWick.hasSum_thermal_moment
-- 'ThermalBosonWick.hasSum_thermal_moment' depends on axioms: [propext, Classical.choice, Quot.sound]
#print axioms ThermalBosonWick.thermal_correlation
-- 'ThermalBosonWick.thermal_correlation' depends on axioms: [propext, Classical.choice, Quot.sound]
```

## Poisson weights and truncated number bases

The same shift of index evaluates the moments for Poisson weights $e^{-\lambda}\lambda^n/n!$ with $\lambda>0$, which are the number statistics of a coherent state. There $(n)_k/n!=1/(n-k)!$ for $n\ge k$, the exponential series takes the place of the binomial one, and the moment is $\lambda^k$. The normalised correlations are then all 1 instead of $k!$.

A numerical calculation may cut off the number basis, say at $n=0,\dots,N-1$. Suppose that the retained states keep their weights $(1-x)x^n$, without renormalisation. For $0<x<1$ and $k\ge1$, the fraction of the moment $k!\,\bar n^{\,k}$ that is lost is then larger than the lost fraction of the total weight. For $x=1/2$, where $\bar n=1$, and $N=4$, the weights $(1-x)x^n$ already add up to $0.9375$. The normal-ordered moment with $k=2$ from the same four states is only $0.625$, against the full value of 2.
